# Nested commutators with commuting cluster operators do not depend on order, and operators that commute with H drop out

Let T₁, …, Tₙ be pairwise commuting elements of a ring, and let H be any element of it. The nested commutator

    [...[[H, T₁], T₂], ..., Tₙ]

has the same value for every order of the Tⱼ, and it is zero as soon as one Tⱼ commutes with H. If T = Σᵢ t(i) is a finite sum of pairwise commuting operators, the n-fold commutator of H with T is therefore a sum of nested commutators in which every t(i) that occurs fails to commute with H. For complex matrices, exp(−T) H exp(T) is unchanged when every t(i) that commutes with H is deleted from T.

In coupled-cluster theory T is the cluster operator and exp(−T) H exp(T) is the similarity-transformed Hamiltonian. An excitation rarely commutes with a whole molecular Hamiltonian, so the result is mainly of use for single terms of H: it says which parts of T can enter the transform of each term, for a finite basis and with "connected to H" taken to mean "not commuting with H". Pairwise commutation stands for a fixed division of the spin orbitals into occupied and virtual ones: excitations only annihilate in the first set and create in the second, so they commute. Once de-excitations are admitted, as in unitary coupled cluster, this is lost in general.

## Commutators as a fold over a list

The algebraic part needs only addition, subtraction and multiplication, so the operators live in an arbitrary ring R. No Hermiticity, basis or particle number enters.

```lean
import Mathlib

open Finset

namespace ConnectedSimilarityTransform

section Ring

variable {R : Type*} [Ring R]
```

The commutator has the usual sign,

    [A, B] = A B − B A.

```lean
/-- The commutator `[A, B] = A B - B A`. -/
def comm (A B : R) : R := A * B - B * A
```

The nested commutator starts from H and takes the commutator with each operator of a list in turn, the first entry being innermost. For the empty list it is H itself.

```lean
/-- The nested commutator `[...[[H, T₁], T₂], ..., Tₙ]` of `H` with a list of operators. -/
def nested (H : R) (l : List R) : R := l.foldl comm H
```

## Exchanging two neighbours by the Jacobi identity

Let S and T commute. Writing out both double commutators gives

    [[H, S], T] = H S T − S H T − T H S + T S H

    [[H, T], S] = H T S − T H S − S H T + S T H.

The terms with H in the middle cancel in the difference, which leaves

    [[H, S], T] − [[H, T], S] = H (S T − T S) − (S T − T S) H = [H, [S, T]].

Since S T − T S = 0, the two double commutators are equal. In the proof, `key` is this last identity, which `noncomm_ring` verifies by expansion; the rewriting after it inserts the vanishing commutator.

```lean
/-- Two successive commutators with commuting operators can be exchanged. -/
theorem comm_exchange (H : R) {S T : R} (h : Commute S T) :
    comm (comm H S) T = comm (comm H T) S := by
  have h' : S * T - T * S = 0 := sub_eq_zero.mpr h.eq
  -- the Jacobi identity: the difference is the commutator of `H` with `[S, T]`
  have key : comm (comm H S) T - comm (comm H T) S
      = H * (S * T - T * S) - (S * T - T * S) * H := by
    unfold comm
    noncomm_ring
  rw [h', mul_zero, zero_mul, sub_zero] at key
  exact sub_eq_zero.mp key
```

## From neighbours to all permutations

Every permutation is a sequence of exchanges of neighbours. Suppose S and T stand next to each other somewhere in the list, and let A be the nested commutator built from H and everything before them. The exchange just derived, applied to A in place of H, gives

    [[A, S], T] = [[A, T], S],

and the commutators taken afterwards act on equal operators. The value is therefore the same for every order.

In the statement, `hl` says that any two members of the list commute, and `p` says that `l'` is a rearrangement of `l`. The library lemma `foldl_eq'` carries out the passage from exchanges to permutations, and `comm_exchange A` supplies the exchange for an arbitrary intermediate operator A.

```lean
/-- The nested commutator of `H` with pairwise commuting operators is unchanged under any
permutation of these operators. -/
theorem nested_perm (H : R) {l l' : List R} (hl : ∀ S ∈ l, ∀ T ∈ l, Commute S T)
    (p : l.Perm l') : nested H l = nested H l' :=
  p.foldl_eq' (fun S hS T hT A => comm_exchange A (hl S hS T hT)) H
```

## Linearity in H

The commutator is additive in its first argument,

    [Σᵢ A(i), T] = Σᵢ [A(i), T],

and repeating this along the list gives the same property for the nested commutator. The proof is an induction over the list with the operators A(i) left general, because after one step each A(i) has been replaced by [A(i), T].

```lean
/-- The nested commutator is additive in the operator it starts from. -/
theorem nested_sum {ι : Type*} (s : Finset ι) (A : ι → R) (l : List R) :
    nested (∑ i ∈ s, A i) l = ∑ i ∈ s, nested (A i) l := by
  induction l generalizing A with
  | nil => rfl
  | cons T l ih =>
    have h : comm (∑ i ∈ s, A i) T = ∑ i ∈ s, comm (A i) T := by
      simp only [comm, Finset.sum_mul, Finset.mul_sum, Finset.sum_sub_distrib]
    change nested (comm (∑ i ∈ s, A i) T) l = ∑ i ∈ s, nested (comm (A i) T) l
    rw [h]
    exact ih _
```

This has a physical use beyond the proofs below. A molecular Hamiltonian is a sum of many one- and two-electron terms, and an excitation rarely commutes with all of it. By linearity the nested commutator can be taken for each term separately, and the vanishing rule derived next then applies to every term with which some excitation commutes.

## One disconnected operator removes the whole commutator

Suppose the operators in the list commute pairwise and one of them, T, satisfies [H, T] = 0. Write the list as a, T, b, where a and b are the parts before and after T. Because the order is irrelevant, T may be moved to the front, and the innermost commutator becomes

    [H, T] = 0.

All further commutators are then taken with zero and stay zero.

The proof follows the same path: `append_of_mem` splits the list, `nested_perm` moves T next to H, and the final line obtains the nested commutator of zero from `nested_sum` with an empty sum.

```lean
/-- The nested commutator of `H` with pairwise commuting operators vanishes as soon as one of
these operators commutes with `H`. -/
theorem nested_eq_zero (H : R) {l : List R} (hl : ∀ S ∈ l, ∀ T ∈ l, Commute S T)
    {T : R} (hT : T ∈ l) (hH : Commute H T) : nested H l = 0 := by
  obtain ⟨a, b, rfl⟩ := List.append_of_mem hT
  -- move `T` next to `H`
  rw [nested_perm H hl List.perm_middle]
  have h0 : comm H T = 0 := sub_eq_zero.mpr hH.eq
  change nested (comm H T) (a ++ b) = 0
  rw [h0]
  simpa using nested_sum (∅ : Finset ℕ) (fun _ => (0 : R)) (a ++ b)
```

## Expanding the n-fold commutator into words

Now let T = Σᵢ t(i), with i running over a finite index set. For two commutators, linearity in each argument gives

    [[H, T], T] = Σᵢ Σⱼ [[H, t(i)], t(j)].

In general the n-fold commutator is a sum over all words of n letters. A word is a function f that assigns an index f(k) to each position k = 0, …, n−1, and it contributes

    [...[[H, t(f(0))], t(f(1))], ..., t(f(n−1))].

In Lean, `List.replicate n (∑ i, t i)` is the list holding T n times, and `List.ofFn fun k => t (f k)` is the word. No commutation is needed for this expansion. The induction on n splits off the first letter: the innermost commutator is expanded, and the induction hypothesis is applied with [H, t(i)] in the role of H.

```lean
/-- The `n`-fold commutator of `H` with a sum of operators is the sum of the nested commutators
over all words of length `n` in these operators. -/
theorem nested_words {ι : Type*} [Fintype ι] (H : R) (t : ι → R) (n : ℕ) :
    nested H (List.replicate n (∑ i, t i))
      = ∑ f : Fin n → ι, nested H (List.ofFn fun k => t (f k)) := by
  induction n generalizing H with
  | zero => simp [nested]
  | succ n ih =>
    have h : comm H (∑ i, t i) = ∑ i, comm H (t i) := by
      simp only [comm, Finset.sum_mul, Finset.mul_sum, Finset.sum_sub_distrib]
    -- split off the first letter of each word
    rw [← (Fin.consEquiv (fun _ : Fin (n + 1) => ι)).sum_comp, Fintype.sum_prod_type]
    change nested (comm H (∑ i, t i)) (List.replicate n (∑ i, t i)) = _
    rw [h, nested_sum]
    refine Finset.sum_congr rfl fun i _ => ?_
    rw [ih]
    refine Finset.sum_congr rfl fun f _ => ?_
    simp [nested, Fin.consEquiv, List.ofFn_succ]
```

If the t(i) commute pairwise, every word with at least one letter commuting with H is zero by the vanishing rule. What remains is

    n-fold commutator of H with T = Σ over words f in which no t(f(k)) commutes with H.

`Finset.sum_filter_of_ne` reduces the claim to showing that a word with a non-zero contribution has no letter commuting with H, which is `nested_eq_zero` read backwards.

```lean
open Classical in
/-- For pairwise commuting cluster operators `t i`, the `n`-fold commutator of `H` with their sum
contains only words in which no operator commutes with `H`. -/
theorem connected_words {ι : Type*} [Fintype ι] (H : R) (t : ι → R)
    (ht : ∀ i j, Commute (t i) (t j)) (n : ℕ) :
    nested H (List.replicate n (∑ i, t i))
      = ∑ f : Fin n → ι with ∀ k, ¬ Commute H (t (f k)),
          nested H (List.ofFn fun k => t (f k)) := by
  rw [nested_words]
  symm
  apply Finset.sum_filter_of_ne
  intro f _ hf k hk
  -- a single disconnected letter removes the whole word
  refine hf (nested_eq_zero H ?_ (List.mem_ofFn.mpr ⟨k, rfl⟩) hk)
  intro S hS T hT
  obtain ⟨a, rfl⟩ := List.mem_ofFn.mp hS
  obtain ⟨b, rfl⟩ := List.mem_ofFn.mp hT
  exact ht _ _

end Ring
```

The smallest cases read as they should. For n = 0 there is one word, the empty one, and both sides are H. For n = 1 the statement is that [H, T] is the sum of the non-zero commutators [H, t(i)].

The theorem restricts the sum but does not promise that each remaining word is non-zero. It is also coarser than the diagrammatic statement of connectedness, which follows individual contractions between H and the cluster operators: here the only test is whether an operator commutes with H.

In a program that derives coupled-cluster equations by expanding commutators, both properties can save work. The expansion

    exp(−T) H exp(T) = H + [H, T] + ½ [[H, T], T] + …

produces products of two or more different amplitudes in several orders. For T = T₁ + T₂, with single and double excitations, the words T₁T₂ and T₂T₁ give the same double commutator, so the factor ½ cancels and [[H, T₁], T₂] is computed once with coefficient 1. For a given term of H, products containing an excitation that commutes with that term need not be generated at all.

## Cancelling the exponential of the disconnected part

For the transformed Hamiltonian, H and T are complex square matrices over a finite index set `m`, such as the determinants built from a finite set of spin orbitals. The exponential is the full matrix exponential, with no truncation.

```lean
section Exponential

variable {m : Type*} [Fintype m] [DecidableEq m]

/-- The similarity-transformed Hamiltonian `exp(-T) H exp(T)` in a finite basis. -/
noncomputable def hbar (H T : Matrix m m ℂ) : Matrix m m ℂ :=
  NormedSpace.exp (-T) * H * NormedSpace.exp T
```

Split the cluster operator into S + T, where T commutes with both S and H. Since S and T commute, the exponentials factorise:

    exp(S + T) = exp(T) exp(S)

    exp(−(S + T)) = exp(−S) exp(−T).

Since T commutes with H, so does exp(T). Hence

    exp(−S) exp(−T) H exp(T) exp(S)

    = exp(−S) exp(−T) exp(T) H exp(S)

    = exp(−S) H exp(S).

This argument cancels the exponentials directly and does not pass through the commutator series. In the proof, `e1` and `e2` are the two factorisations, `e3` is exp(−T) exp(T) = 1, and `e4` carries exp(T) through H.

```lean
/-- A part `T` of the cluster operator `S + T` that commutes with `S` and with `H` drops out of
the similarity-transformed Hamiltonian. -/
theorem hbar_add (H : Matrix m m ℂ) {S T : Matrix m m ℂ} (hST : Commute S T)
    (hT : Commute H T) : hbar H (S + T) = hbar H S := by
  have e1 : NormedSpace.exp (S + T) = NormedSpace.exp T * NormedSpace.exp S := by
    rw [add_comm, Matrix.exp_add_of_commute T S hST.symm]
  have e2 : NormedSpace.exp (-(S + T)) = NormedSpace.exp (-S) * NormedSpace.exp (-T) := by
    rw [neg_add, Matrix.exp_add_of_commute (-S) (-T) hST.neg_left.neg_right]
  have e3 : NormedSpace.exp (-T) * NormedSpace.exp T = 1 := by
    rw [← Matrix.exp_add_of_commute (-T) T (Commute.refl T).neg_left, neg_add_cancel,
      NormedSpace.exp_zero]
  have e4 : H * NormedSpace.exp T = NormedSpace.exp T * H := (Commute.exp_right hT).eq
  unfold hbar
  rw [e1, e2]
  -- carry `exp T` through `H` and cancel it against `exp (-T)`
  calc NormedSpace.exp (-S) * NormedSpace.exp (-T) * H * (NormedSpace.exp T * NormedSpace.exp S)
      = NormedSpace.exp (-S) * (NormedSpace.exp (-T) * (H * NormedSpace.exp T))
          * NormedSpace.exp S := by simp only [mul_assoc]
    _ = NormedSpace.exp (-S) * H * NormedSpace.exp S := by
        rw [e4, ← mul_assoc (NormedSpace.exp (-T)), e3, one_mul]
```

For a sum of pairwise commuting t(i), let S collect the operators that do not commute with H and let T collect those that do. Every term of S commutes with every term of T, and H commutes with T term by term, so T drops out:

    exp(−Σᵢ t(i)) H exp(Σᵢ t(i)) = exp(−S) H exp(S).

The sum on the right of the Lean statement, `∑ i with ¬ Commute H (t i), t i`, is S. The two remaining goals after `hbar_add` are the two commutation conditions.

```lean
open Classical in
/-- For pairwise commuting cluster operators, the similarity-transformed Hamiltonian is unchanged
when only the operators that do not commute with `H` are kept in the exponent. -/
theorem hbar_connected {ι : Type*} [Fintype ι] (H : Matrix m m ℂ) (t : ι → Matrix m m ℂ)
    (ht : ∀ i j, Commute (t i) (t j)) :
    hbar H (∑ i, t i) = hbar H (∑ i with ¬ Commute H (t i), t i) := by
  have split := Finset.sum_filter_add_sum_filter_not Finset.univ
    (fun i => ¬ Commute H (t i)) t
  rw [← split]
  apply hbar_add
  · exact Commute.sum_left _ _ _ fun i _ => Commute.sum_right _ _ _ fun j _ => ht i j
  · exact Commute.sum_right _ _ _ fun i hi => not_not.mp (Finset.mem_filter.mp hi).2

end Exponential
```

In the limiting case where every t(i) commutes with H, the sum S is empty and the transformation returns H unchanged.

## Four levels with two connected excitations and one disconnected

A small example shows that the hypotheses can be met without making everything vanish. Let E(p,q) be the 4 × 4 matrix that takes level q to level p, with levels numbered from 0 to 3. These matrices multiply as

    E(p,q) E(r,s) = E(p,s) if q = r, and 0 otherwise.

The entries are integers, so that equalities can be decided by computation.

```lean
/-- The operator on four levels that takes level `q` to level `p`. -/
def transfer (p q : Fin 4) : Matrix (Fin 4) (Fin 4) ℤ :=
  Matrix.of fun a b => if a = p ∧ b = q then 1 else 0
```

Treat levels 0 and 1 as occupied and levels 2 and 3 as virtual. The excitations E(2,0), E(2,1) and E(3,1) commute because the product of any two of these one-particle matrices is zero. For many electrons the corresponding products can be non-zero double excitations, but the excitations still commute. Take H = E(0,2); this matrix is not Hermitian, so it stands for a single term of a Hamiltonian and not for a complete one. Then E(0,2) E(3,1) and E(3,1) E(0,2) are both zero, so E(3,1) commutes with H. For the other two excitations,

    [E(0,2), E(2,0)] = E(0,0) − E(2,2)

    [E(0,0) − E(2,2), E(2,1)] = −E(2,1),

which is not zero. Adding E(3,1) to this list would make the nested commutator vanish. In Lean, the nine commutation relations are treated case by case, and `decide +kernel` evaluates the matrices.

```lean
/-- The transfers 0 → 2, 1 → 2 and 1 → 3 commute pairwise; the last commutes with the
transfer 2 → 0 taken as `H`, while the nested commutator of `H` with the first two is non-zero. -/
theorem nested_witness :
    (∀ S ∈ [transfer 2 0, transfer 2 1, transfer 3 1],
      ∀ T ∈ [transfer 2 0, transfer 2 1, transfer 3 1], Commute S T) ∧
    Commute (transfer 0 2) (transfer 3 1) ∧
    nested (transfer 0 2) [transfer 2 0, transfer 2 1] ≠ 0 := by
  refine ⟨?_, ?_, by decide +kernel⟩
  · intro S hS T hT
    simp only [List.mem_cons, List.not_mem_nil, or_false] at hS hT
    rcases hS with rfl | rfl | rfl <;> rcases hT with rfl | rfl | rfl <;>
      (rw [commute_iff_eq] <;> decide +kernel)
  · rw [commute_iff_eq]
    decide +kernel
```

## Failure for operators that do not commute with each other

Take H = E(0,0) and the two operators E(0,0) and E(0,1), which do not commute. In one order,

    [[E(0,0), E(0,0)], E(0,1)] = [0, E(0,1)] = 0.

In the other,

    [[E(0,0), E(0,1)], E(0,0)] = [E(0,1), E(0,0)] = −E(0,1).

The order now matters. The vanishing rule fails as well, since the second commutator is non-zero although one of its operators is H itself and so commutes with H.

```lean
/-- For `H = transfer 0 0`, the nested commutator with `H` itself and then `transfer 0 1` is zero,
while the one with the same two operators in the opposite order is not. -/
theorem order_matters :
    nested (transfer 0 0) [transfer 0 0, transfer 0 1] = 0 ∧
    nested (transfer 0 0) [transfer 0 1, transfer 0 0] ≠ 0 := by
  constructor <;> decide +kernel

end ConnectedSimilarityTransform
```

```lean
#print axioms ConnectedSimilarityTransform.connected_words
-- 'ConnectedSimilarityTransform.connected_words' depends on axioms: [propext, Classical.choice, Quot.sound]
#print axioms ConnectedSimilarityTransform.hbar_connected
-- 'ConnectedSimilarityTransform.hbar_connected' depends on axioms: [propext, Classical.choice, Quot.sound]
#print axioms ConnectedSimilarityTransform.order_matters
-- 'ConnectedSimilarityTransform.order_matters' depends on axioms: [propext, Classical.choice, Quot.sound]
```
